# The exponential work average of an injective map between finite state sets

Let $X$ and $Y$ be finite sets of states, with $X$ nonempty. The initial system has energies $U_0(x)$ for $x\in X$, the final system has energies $U_1(y)$ for $y\in Y$, and $\beta$ is the inverse thermal energy. The partition functions and Boltzmann probabilities are

$$Z_0=\sum_{x\in X}e^{-\beta U_0(x)},\qquad Z_1=\sum_{y\in Y}e^{-\beta U_1(y)},\qquad \pi_0(x)=\frac{e^{-\beta U_0(x)}}{Z_0},\qquad \pi_1(y)=\frac{e^{-\beta U_1(y)}}{Z_1}.$$

A map $T:X\to Y$ carries each initial state to a final one. The work is the energy change along the way, $W(x)=U_1(Tx)-U_0(x)$. Calling this energy change work means that no heat is exchanged during the process: the system is prepared at equilibrium, then thermally isolated and driven. Angle brackets denote the average over $\pi_0$. The set of reached states is the image $T(X)$, and $\pi_1(T(X))$ is its total probability in the final ensemble.

## The average counts only the reached states

For injective $T$ the claim is

$$\langle e^{-\beta W}\rangle=\frac{Z_1}{Z_0}\,\pi_1(T(X)),$$

and the right-hand side equals $Z_1/Z_0$ exactly when $T$ is surjective.

The initial energy cancels first:

$$\langle e^{-\beta W}\rangle=\sum_{x}\frac{e^{-\beta U_0(x)}}{Z_0}\,e^{-\beta U_1(Tx)+\beta U_0(x)}=\frac1{Z_0}\sum_{x}e^{-\beta U_1(Tx)}.$$

Now group the initial states by their destination. If $n_y$ is the number of $x$ with $Tx=y$, then

$$\sum_x e^{-\beta U_1(Tx)}=\sum_{y\in T(X)}n_y\,e^{-\beta U_1(y)},\qquad n_y\ge 1.$$

When $T$ is injective, every $n_y$ in this sum is 1. What remains is the Boltzmann weight of the image, which is $Z_1\,\pi_1(T(X))$, and the identity follows. When $T$ is not injective, some $n_y$ is at least 2. Since all Boltzmann factors are positive, the sum is then strictly larger than $Z_1\,\pi_1(T(X))$. The identity therefore holds if and only if $T$ is injective.

For the second part, the probability missing from the image is

$$1-\pi_1(T(X))=\sum_{y\notin T(X)}\pi_1(y).$$

Every term is positive, so the sum vanishes exactly when there are no terms, that is, when $T$ is surjective. Because $Z_1/Z_0>0$, this is also the condition for the average to equal $Z_1/Z_0$.

A surjective injective map is a bijection, and for it the average takes the form of Jarzynski's equality. The setting here is much narrower than the one in which that equality is usually stated: one deterministic step between finite sets, with no stochastic dynamics and no heat bath acting during the process.

## The error in the free-energy difference

For $\beta\neq0$ define the free-energy difference and its estimate from the work average by

$$\Delta F=-\frac1\beta\ln\frac{Z_1}{Z_0},\qquad \Delta F_W=-\frac1\beta\ln\langle e^{-\beta W}\rangle .$$

Let $T$ be injective. Taking the logarithm of the identity gives $\ln\langle e^{-\beta W}\rangle=\ln(Z_1/Z_0)+\ln\pi_1(T(X))$, and hence

$$\beta(\Delta F_W-\Delta F)=-\ln\pi_1(T(X)).$$

For injective $T$ and $\beta>0$ the estimate lies strictly above $\Delta F$ exactly when some final state is missed. Within this model, averaging over more initial states drawn from $\pi_0$ would not remove the error, since the exact average itself is off.

Free expansion is the simplest case. Set all energies to zero and let $T$ be injective, as when a partition is removed and the particle has not yet moved. No work is done, so the average is 1. The partition functions count states, so $Z_1/Z_0=|Y|/|X|$ and $\pi_1(T(X))=|X|/|Y|$. The product is 1, as it should be.

## Two states mapped into three

Take $X=\{a,b\}$ with Boltzmann factors $1$ and $\tfrac12$, and $Y=\{1,2,3\}$ with Boltzmann factors $1,\tfrac12,\tfrac14$. Then $Z_0=\tfrac32$, $Z_1=\tfrac74$ and $Z_1/Z_0=\tfrac76$. Let $Ta=3$ and $Tb=1$, so that state 2 is missed.

The initial probabilities are $\tfrac23$ and $\tfrac13$. The factors $e^{-\beta W}$ are $\tfrac14$ for $a$ and $1/\tfrac12=2$ for $b$. The average is

$$\tfrac23\cdot\tfrac14+\tfrac13\cdot2=\tfrac56 .$$

The reached states have probability $(1+\tfrac14)/\tfrac74=\tfrac57$, and $\tfrac76\cdot\tfrac57=\tfrac56$ agrees. The free-energy estimate is too high by $\ln\tfrac75\approx0.34$ in units of the thermal energy.

## A map that merges two states

Without injectivity the surjectivity criterion fails too. Let $X=Y=\{1,2\}$ with all energies zero, and send both states to 1. The average is 1 and $Z_1/Z_0=1$, so the two agree although state 2 is never reached. The reached probability is $\tfrac12$, so the main identity would have predicted $\tfrac12$. Counting state 1 twice has compensated for missing state 2. The example shows that the hypothesis matters mathematically. It does not describe an isolated system, whose microscopic dynamics is reversible and never merges two states.

## Ensembles, work and reached states in Lean

The state sets are arbitrary finite types. Continuous phase space, where a smooth map would bring in a Jacobian factor, is not covered.

```lean
import Mathlib

open Finset

namespace AbsoluteIrreversibility

noncomputable section

variable {X Y : Type*} [Fintype X] [Fintype Y]
```

The partition function is a plain sum over all states. The same definition serves for $Z_0$, as `partitionFn β U0`, and for $Z_1$, as `partitionFn β U1`.

```lean
/-- The partition function of a finite system with energies `U`. -/
def partitionFn (β : ℝ) (U : X → ℝ) : ℝ := ∑ x, Real.exp (-β * U x)
```

Likewise `boltzmann` gives both $\pi_0$ and $\pi_1$, depending on the energy function supplied.

```lean
/-- The Boltzmann probability of the state `x`. -/
def boltzmann (β : ℝ) (U : X → ℝ) (x : X) : ℝ :=
  Real.exp (-β * U x) / partitionFn β U
```

The work is counted as positive when the energy of the system rises.

```lean
/-- The work done when the state `x` is carried to `T x` and the energy function is
switched from `U0` to `U1`. -/
def work (U0 : X → ℝ) (U1 : Y → ℝ) (T : X → Y) (x : X) : ℝ := U1 (T x) - U0 x
```

The average is an exact weighted sum over initial states, not an average over a finite sample.

```lean
/-- The average of `exp (-β W)` over the initial Boltzmann ensemble. -/
def expWork (β : ℝ) (U0 : X → ℝ) (U1 : Y → ℝ) (T : X → Y) : ℝ :=
  ∑ x, boltzmann β U0 x * Real.exp (-β * work U0 U1 T x)
```

The reached probability sums $\pi_1$ over `univ.image T`. This is a set without repetitions, so a state reached from two initial states enters once. The whole role of injectivity rests on this.

```lean
/-- The probability, in the final Boltzmann ensemble, of the states reached by `T`. -/
def reachProb [DecidableEq Y] (β : ℝ) (U1 : Y → ℝ) (T : X → Y) : ℝ :=
  ∑ y ∈ univ.image T, boltzmann β U1 y
```

The two free energies $\Delta F$ and $\Delta F_W$ differ only in the argument of the logarithm.

```lean
/-- The free-energy difference between the final and the initial ensemble. -/
def freeEnergyDiff (β : ℝ) (U0 : X → ℝ) (U1 : Y → ℝ) : ℝ :=
  -(1 / β) * Real.log (partitionFn β U1 / partitionFn β U0)

/-- The free-energy difference as estimated from the exponential work average. -/
def workEstimate (β : ℝ) (U0 : X → ℝ) (U1 : Y → ℝ) (T : X → Y) : ℝ :=
  -(1 / β) * Real.log (expWork β U0 U1 T)
```

## Cancelling the initial energy

Positivity of the partition function, a nonempty sum of exponentials, justifies the later divisions.

```lean
/-- The partition function of a nonempty system is positive. -/
theorem partitionFn_pos [Nonempty X] (β : ℝ) (U : X → ℝ) : 0 < partitionFn β U :=
  Finset.sum_pos (fun _ _ => Real.exp_pos _) univ_nonempty
```

The next lemma is the first step of the derivation. The division by $Z_0$ is distributed over the sum, and the two sides are compared term by term. The equation `h` is the cancellation in the exponent, and `Real.exp_add` merges the two exponentials so that it can be applied. The lemma holds for any map $T$.

```lean
omit [Fintype Y] in
/-- In the exponential work average the initial energy cancels: what remains is the sum of the
final Boltzmann factors at the mapped states, divided by the initial partition function. -/
theorem expWork_eq (β : ℝ) (U0 : X → ℝ) (U1 : Y → ℝ) (T : X → Y) :
    expWork β U0 U1 T = (∑ x, Real.exp (-β * U1 (T x))) / partitionFn β U0 := by
  unfold expWork boltzmann
  rw [Finset.sum_div]
  refine Finset.sum_congr rfl fun x _ => ?_
  have h : -β * U0 x + -β * work U0 U1 T x = -β * U1 (T x) := by
    unfold work
    ring
  rw [div_mul_eq_mul_div, ← Real.exp_add, h]
```

## The identity characterises injective maps

The theorem `expWork_eq_iff_injective` states the main identity as an equivalence: for every real $\beta$, all energies and every map $T$ from a nonempty $X$, the identity holds if and only if $T$ is injective. The sign of $\beta$ plays no part, because Boltzmann factors are positive in any case.

The auxiliary equation `hr` rewrites $(Z_1/Z_0)\,\pi_1(T(X))$ as the Boltzmann weight of the image divided by $Z_0$. After the common denominator is removed, two sums are left to compare. In the direction from the identity to injectivity, two distinct states `a` and `b` with the same image are assumed. `Finset.sum_comp` groups the sum over $X$ by destination, with the multiplicity $n_y$ appearing as the cardinality of a filtered set. Every multiplicity is at least 1, and the one at `T a` exceeds 1, so the sums differ strictly. In the other direction, `Finset.sum_image` turns the sum over the image into a sum over $X$.

```lean
/-- The exponential work average obeys `⟨exp (-β W)⟩ = (Z1 / Z0) π₁(T(X))` if and only if
the map `T` is injective. -/
theorem expWork_eq_iff_injective [Nonempty X] [DecidableEq Y] (β : ℝ) (U0 : X → ℝ)
    (U1 : Y → ℝ) (T : X → Y) :
    expWork β U0 U1 T = partitionFn β U1 / partitionFn β U0 * reachProb β U1 T ↔
      Function.Injective T := by
  have : Nonempty Y := ‹Nonempty X›.map T
  have h0 := (partitionFn_pos β U0).ne'
  have h1 := (partitionFn_pos β U1).ne'
  -- the right-hand side is the total final weight of the image, divided by `Z0`
  have hr : partitionFn β U1 / partitionFn β U0 * reachProb β U1 T =
      (∑ y ∈ univ.image T, Real.exp (-β * U1 y)) / partitionFn β U0 := by
    unfold reachProb boltzmann
    rw [← Finset.sum_div]
    field_simp
  rw [hr, expWork_eq, div_left_inj' h0]
  constructor
  · intro h a b hab
    by_contra hne
    -- a state reached twice is counted once in the sum over the image, twice in the sum over `X`
    have hlt : ∑ y ∈ univ.image T, Real.exp (-β * U1 y) <
        ∑ x, Real.exp (-β * U1 (T x)) := by
      rw [Finset.sum_comp (fun y => Real.exp (-β * U1 y)) T]
      apply Finset.sum_lt_sum
      · intro y hy
        obtain ⟨x, -, rfl⟩ := Finset.mem_image.mp hy
        have hc : 1 ≤ (univ.filter (fun z => T z = T x)).card :=
          Finset.card_pos.mpr ⟨x, by simp⟩
        rw [nsmul_eq_mul]
        exact le_mul_of_one_le_left (Real.exp_pos _).le (by exact_mod_cast hc)
      · refine ⟨T a, by simp, ?_⟩
        have hc : 1 < (univ.filter (fun z => T z = T a)).card :=
          Finset.one_lt_card.mpr ⟨a, by simp, b, by simp [hab], hne⟩
        rw [nsmul_eq_mul]
        exact lt_mul_of_one_lt_left (Real.exp_pos _) (by exact_mod_cast hc)
    exact absurd h hlt.ne'
  · intro hT
    rw [Finset.sum_image hT.injOn]
```

## Missing states and the surjectivity criterion

The reached probability is below 1 exactly when $T$ is not surjective, whether or not $T$ is injective. After multiplication by $Z_1$, the claim compares the weight of the image with the weight of all of $Y$. If $T$ is surjective, the two sets coincide and a strict inequality is impossible. If some `y` is missed, its positive weight makes the full sum strictly larger.

```lean
/-- The reached states carry less than the full final probability exactly when some final
state is not reached. -/
theorem reachProb_lt_one_iff [Nonempty Y] [DecidableEq Y] (β : ℝ) (U1 : Y → ℝ) (T : X → Y) :
    reachProb β U1 T < 1 ↔ ¬ Function.Surjective T := by
  have h1 := partitionFn_pos β U1
  unfold reachProb boltzmann
  rw [← Finset.sum_div, div_lt_one h1]
  constructor
  · intro h hs
    rw [Finset.image_univ_of_surjective hs] at h
    exact lt_irrefl _ h
  · intro hs
    obtain ⟨y, hy⟩ := not_forall.mp hs
    exact Finset.sum_lt_sum_of_subset (Finset.subset_univ _) (Finset.mem_univ y)
      (by simpa using hy) (Real.exp_pos _) (fun _ _ _ => (Real.exp_pos _).le)
```

The companion lemma gives the value 1 for a surjective map.

```lean
/-- The reached states carry the full final probability when every final state is reached. -/
theorem reachProb_eq_one [Nonempty Y] [DecidableEq Y] (β : ℝ) (U1 : Y → ℝ) {T : X → Y}
    (hT : Function.Surjective T) : reachProb β U1 T = 1 := by
  unfold reachProb boltzmann
  rw [← Finset.sum_div, Finset.image_univ_of_surjective hT]
  exact div_self (partitionFn_pos β U1).ne'
```

For injective $T$, the criterion for $\langle e^{-\beta W}\rangle=Z_1/Z_0$ now follows. The proof replaces the average by the product from the main identity. If a state were missed, multiplying $\pi_1(T(X))<1$ by the positive ratio $Z_1/Z_0$ would contradict the assumed equality. If none is missed, the second factor is 1.

```lean
/-- For an injective map, the exponential work average equals `Z1 / Z0` exactly when every
final state is reached. -/
theorem expWork_eq_ratio_iff_surjective [Nonempty X] (β : ℝ) (U0 : X → ℝ) (U1 : Y → ℝ)
    {T : X → Y} (hT : Function.Injective T) :
    expWork β U0 U1 T = partitionFn β U1 / partitionFn β U0 ↔ Function.Surjective T := by
  classical
  have : Nonempty Y := ‹Nonempty X›.map T
  have hr := div_pos (partitionFn_pos β U1) (partitionFn_pos β U0)
  rw [(expWork_eq_iff_injective β U0 U1 T).mpr hT]
  constructor
  · intro h
    by_contra hs
    have hp := (reachProb_lt_one_iff β U1 T).mpr hs
    have := mul_lt_mul_of_pos_left hp hr
    linarith
  · intro hs
    rw [reachProb_eq_one β U1 hs, mul_one]
```

## The bias of the estimate and its sign

The bias formula is stated after multiplication by $\beta$, so it gives the error in units of the thermal energy. It requires $\beta\neq0$, since both free energies are defined with a factor $1/\beta$. The proof first shows that the reached probability is positive, so that `Real.log_mul` can split the logarithm of the product. The terms with $\ln(Z_1/Z_0)$ cancel, and `linear_combination` finishes with $\beta\cdot(1/\beta)=1$.

```lean
/-- For an injective map, the work estimate of the free-energy difference is off by
`-ln π₁(T(X))` in units of the thermal energy. -/
theorem workEstimate_bias [Nonempty X] [DecidableEq Y] {β : ℝ} (hβ : β ≠ 0) (U0 : X → ℝ)
    (U1 : Y → ℝ) {T : X → Y} (hT : Function.Injective T) :
    β * (workEstimate β U0 U1 T - freeEnergyDiff β U0 U1) =
      -Real.log (reachProb β U1 T) := by
  have : Nonempty Y := ‹Nonempty X›.map T
  have hr := div_pos (partitionFn_pos β U1) (partitionFn_pos β U0)
  have hp : 0 < reachProb β U1 T :=
    Finset.sum_pos (fun _ _ => div_pos (Real.exp_pos _) (partitionFn_pos β U1))
      (univ_nonempty.image T)
  unfold workEstimate freeEnergyDiff
  rw [(expWork_eq_iff_injective β U0 U1 T).mpr hT, Real.log_mul hr.ne' hp.ne']
  have hb : β * (1 / β) = 1 := mul_one_div_cancel hβ
  linear_combination (-Real.log (reachProb β U1 T)) * hb
```

The sign of the error needs $\beta>0$, the usual case of positive temperature. If $T$ is surjective, the bias formula gives zero, which rules out a strict inequality. If a state is missed, the reached probability lies strictly between 0 and 1, its logarithm is negative, and dividing by the positive $\beta$ leaves a positive error.

```lean
/-- For an injective map at positive temperature, the work estimate lies strictly above the
free-energy difference exactly when some final state is not reached. -/
theorem freeEnergyDiff_lt_workEstimate_iff [Nonempty X] {β : ℝ} (hβ : 0 < β) (U0 : X → ℝ)
    (U1 : Y → ℝ) {T : X → Y} (hT : Function.Injective T) :
    freeEnergyDiff β U0 U1 < workEstimate β U0 U1 T ↔ ¬ Function.Surjective T := by
  classical
  have : Nonempty Y := ‹Nonempty X›.map T
  have hb := workEstimate_bias hβ.ne' U0 U1 hT
  constructor
  · intro h hs
    rw [reachProb_eq_one β U1 hs, Real.log_one] at hb
    have := mul_pos hβ (sub_pos.mpr h)
    linarith
  · intro hs
    have hp : 0 < reachProb β U1 T :=
      Finset.sum_pos (fun _ _ => div_pos (Real.exp_pos _) (partitionFn_pos β U1))
        (univ_nonempty.image T)
    have hl := Real.log_neg hp ((reachProb_lt_one_iff β U1 T).mpr hs)
    have h : 0 < β * (workEstimate β U0 U1 T - freeEnergyDiff β U0 U1) := by linarith
    exact sub_pos.mp (pos_of_mul_pos_right h hβ.le)
```

## Free expansion with flat energies

The last theorem collects the three values for zero energies, with `Fintype.card` as the number of states. For the average, `expWork_eq` leaves $Z_0/Z_0$, which is 1 for any map. The ratio of partition functions is a ratio of counts. Only the reached probability uses injectivity: the image then has as many elements as $X$, each with probability $1/|Y|$.

```lean
/-- Free expansion, modelled by an injective map with all energies zero: the exponential work
average is one, the ratio of partition functions is `|Y| / |X|`, and the reached states have
probability `|X| / |Y|`. -/
theorem free_expansion [Nonempty X] [DecidableEq Y] (β : ℝ) {T : X → Y}
    (hT : Function.Injective T) :
    expWork β (fun _ => 0) (fun _ => 0) T = 1 ∧
    partitionFn β (fun _ : Y => 0) / partitionFn β (fun _ : X => 0) =
      (Fintype.card Y : ℝ) / Fintype.card X ∧
    reachProb β (fun _ => 0) T = (Fintype.card X : ℝ) / Fintype.card Y := by
  refine ⟨?_, ?_, ?_⟩
  · rw [expWork_eq]
    exact div_self (partitionFn_pos β (fun _ : X => 0)).ne'
  · simp [partitionFn]
  · unfold reachProb
    rw [Finset.sum_image hT.injOn]
    simp [boltzmann, partitionFn, div_eq_mul_inv]

end

end AbsoluteIrreversibility
```

```lean
#print axioms AbsoluteIrreversibility.expWork_eq_iff_injective
#print axioms AbsoluteIrreversibility.expWork_eq_ratio_iff_surjective
#print axioms AbsoluteIrreversibility.freeEnergyDiff_lt_workEstimate_iff
#print axioms AbsoluteIrreversibility.free_expansion
```

```
'AbsoluteIrreversibility.expWork_eq_iff_injective' depends on axioms: [propext, Classical.choice, Quot.sound]
'AbsoluteIrreversibility.expWork_eq_ratio_iff_surjective' depends on axioms: [propext, Classical.choice, Quot.sound]
'AbsoluteIrreversibility.freeEnergyDiff_lt_workEstimate_iff' depends on axioms: [propext, Classical.choice, Quot.sound]
'AbsoluteIrreversibility.free_expansion' depends on axioms: [propext, Classical.choice, Quot.sound]
```
